# Equally occupied Kramers pairs give zero magnetization at every site

Take one site and one spinor f = (α, β), with the spin-up component first. Time reversal T = (1 ⊗ iσ_y)K, where K is complex conjugation (written ∗), sends it to Tf = (β∗, −α∗). The two density matrices are

f f† = [ |α|², αβ∗ ; βα∗, |β|² ]

(Tf)(Tf)† = [ |β|², −αβ∗ ; −βα∗, |α|² ]

and their sum is (|α|² + |β|²) times the identity: no spin direction is left.

I believe the same holds on ℂⁿ ⊗ ℂ² for D = Σₚ fₚfₚ† + (Tfₚ)(Tfₚ)†. D should commute with T, and every on-site spin block should be a nonnegative multiple of the identity, so that no site is magnetized. Can this be proved carefully, with a machine-checked version?

## From one site to many

Yes, and each pair may carry its own real occupation wₚ, shared by both partners; your D has wₚ = 1. The spinors need not be orthonormal. Write f(i,s) for the component at site i, with s = 0 for up and s = 1 for down. Then

(Tf)(i,0) = f(i,1)∗, (Tf)(i,1) = −f(i,0)∗.

One pair, before weighting, contributes these entries between sites i and j:

up-up: f(i,0)f(j,0)∗ + f(i,1)∗f(j,1)

down-down: f(i,1)f(j,1)∗ + f(i,0)∗f(j,0)

up-down: f(i,0)f(j,1)∗ − f(i,1)∗f(j,0)

down-up: f(i,1)f(j,0)∗ − f(i,0)∗f(j,1)

Comparing them, and summing with real weights, gives

D(i0,j0) = D(i1,j1)∗, D(i0,j1) = −D(i1,j0)∗.

These relations give the commutation. For the up component,

(DTψ)(i,0) = Σⱼ [ D(i0,j0)ψ(j,1)∗ − D(i0,j1)ψ(j,0)∗ ]

= Σⱼ [ D(i1,j1)∗ψ(j,1)∗ + D(i1,j0)∗ψ(j,0)∗ ] = (TDψ)(i,0).

For the down component,

(DTψ)(i,1) = Σⱼ [ D(i1,j0)ψ(j,1)∗ − D(i1,j1)ψ(j,0)∗ ]

= −Σⱼ [ D(i0,j1)∗ψ(j,1)∗ + D(i0,j0)∗ψ(j,0)∗ ] = (TDψ)(i,1).

Setting j = i cancels the up-down and down-up entries, and both diagonal entries become

r(i) = Σₚ wₚ ( |fₚ(i,0)|² + |fₚ(i,1)|² ).

The site block is r(i) times the identity, with r(i) ≥ 0 if all wₚ ≥ 0. Pauli matrices are traceless, so all three magnetization components vanish.

```lean
import Mathlib

open Matrix ComplexConjugate

namespace KramersRestrictedDensity

noncomputable section

variable {n ι : Type*}

/-- The three Pauli matrices, in the order x, y, z. -/
def pauli : Fin 3 → Matrix (Fin 2) (Fin 2) ℂ :=
  ![!![0, 1; 1, 0], !![0, -Complex.I; Complex.I, 0], !![1, 0; 0, -1]]

/-- Time reversal `T = (1 ⊗ i σ_y) K`: complex conjugation followed by `i σ_y` on the spin. -/
def timeReversal (ψ : n × Fin 2 → ℂ) : n × Fin 2 → ℂ :=
  fun x => ∑ s, (Complex.I • pauli 1) x.2 s * conj (ψ (x.1, s))

/-- The density matrix `ψ ψ†` of a single spinor. -/
def pureDensity (ψ : n × Fin 2 → ℂ) : Matrix (n × Fin 2) (n × Fin 2) ℂ :=
  vecMulVec ψ (star ψ)

/-- The density in which each spinor `f p` and its partner `T (f p)` share the occupation `w p`. -/
def kramersDensity [Fintype ι] (w : ι → ℝ) (f : ι → n × Fin 2 → ℂ) :
    Matrix (n × Fin 2) (n × Fin 2) ℂ :=
  ∑ p, (w p : ℂ) • (pureDensity (f p) + pureDensity (timeReversal (f p)))

/-- The 2 by 2 spin block of a density matrix at site `i`. -/
def siteBlock (D : Matrix (n × Fin 2) (n × Fin 2) ℂ) (i : n) : Matrix (Fin 2) (Fin 2) ℂ :=
  Matrix.of fun s t => D (i, s) (i, t)

/-- The component `a` of the magnetization at site `i`: the trace of `σ_a` times the spin block. -/
def magnetization (D : Matrix (n × Fin 2) (n × Fin 2) ℂ) (i : n) (a : Fin 3) : ℂ :=
  (pauli a * siteBlock D i).trace

/-- The weight of a spinor at site `i`, summed over both spin components. -/
def siteWeight (ψ : n × Fin 2 → ℂ) (i : n) : ℝ :=
  Complex.normSq (ψ (i, 0)) + Complex.normSq (ψ (i, 1))

lemma timeReversal_up (ψ : n × Fin 2 → ℂ) (i : n) :
    timeReversal ψ (i, 0) = conj (ψ (i, 1)) := by
  simp [timeReversal, pauli, Fin.sum_univ_two]

lemma timeReversal_down (ψ : n × Fin 2 → ℂ) (i : n) :
    timeReversal ψ (i, 1) = -conj (ψ (i, 0)) := by
  simp [timeReversal, pauli, Fin.sum_univ_two]

lemma pureDensity_apply (ψ : n × Fin 2 → ℂ) (x y : n × Fin 2) :
    pureDensity ψ x y = ψ x * conj (ψ y) := by
  simp [pureDensity, vecMulVec_apply]

lemma kramersDensity_apply [Fintype ι] (w : ι → ℝ) (f : ι → n × Fin 2 → ℂ) (x y : n × Fin 2) :
    kramersDensity w f x y = ∑ p, (w p : ℂ) *
      (f p x * conj (f p y) + timeReversal (f p) x * conj (timeReversal (f p) y)) := by
  simp only [kramersDensity, Matrix.sum_apply, Matrix.smul_apply, Matrix.add_apply,
    pureDensity_apply, smul_eq_mul]

/-- In a density built from Kramers pairs, with equal real occupations within each pair, the up-up
entries are the conjugates of the down-down entries, and the up-down entries are minus the
conjugates of the down-up entries. -/
theorem kramersDensity_spin_relations [Fintype ι] (w : ι → ℝ) (f : ι → n × Fin 2 → ℂ) (i j : n) :
    kramersDensity w f (i, 0) (j, 0) = conj (kramersDensity w f (i, 1) (j, 1)) ∧
    kramersDensity w f (i, 0) (j, 1) = -conj (kramersDensity w f (i, 1) (j, 0)) := by
  constructor
  all_goals
    simp only [kramersDensity_apply, map_sum, ← Finset.sum_neg_distrib]
    refine Finset.sum_congr rfl fun p _ => ?_
    simp only [timeReversal_up, timeReversal_down, map_mul, map_add, map_neg,
      Complex.conj_conj, Complex.conj_ofReal]
    ring

/-- A density built from Kramers pairs, with equal real occupations within each pair, commutes with
time reversal. -/
theorem kramersDensity_commutes [Fintype n] [Fintype ι] (w : ι → ℝ) (f : ι → n × Fin 2 → ℂ)
    (ψ : n × Fin 2 → ℂ) :
    kramersDensity w f *ᵥ timeReversal ψ = timeReversal (kramersDensity w f *ᵥ ψ) := by
  funext ⟨i, s⟩
  revert s
  rw [Fin.forall_fin_two]
  constructor
  all_goals
    simp only [timeReversal_up, timeReversal_down, Matrix.mulVec, dotProduct,
      Fintype.sum_prod_type, Fin.sum_univ_two, map_sum, map_add, map_mul,
      ← Finset.sum_neg_distrib]
    refine Finset.sum_congr rfl fun j _ => ?_
    -- the spin relations match the two sides site by site
    simp only [(kramersDensity_spin_relations w f i j).1,
      (kramersDensity_spin_relations w f i j).2, map_neg, Complex.conj_conj]
    ring

/-- In a density built from Kramers pairs, with equal real occupations within each pair, each
on-site spin block is the identity times the occupation-weighted sum of the site weights of the
spinors `f p`. -/
theorem siteBlock_kramersDensity [Fintype ι] (w : ι → ℝ) (f : ι → n × Fin 2 → ℂ) (i : n) :
    siteBlock (kramersDensity w f) i = ((∑ p, w p * siteWeight (f p) i : ℝ) : ℂ) • 1 := by
  ext s t
  revert s t
  simp only [Fin.forall_fin_two, siteBlock, Matrix.of_apply, Matrix.smul_apply,
    kramersDensity_apply, timeReversal_up, timeReversal_down, map_neg, Complex.conj_conj,
    Matrix.one_apply, zero_ne_one, one_ne_zero, if_true, if_false, smul_eq_mul, mul_one,
    mul_zero, siteWeight, Complex.ofReal_sum, Complex.ofReal_mul, Complex.ofReal_add,
    ← Complex.mul_conj]
  refine ⟨⟨?_, ?_⟩, ?_, ?_⟩
  · exact Finset.sum_congr rfl fun p _ => by ring
  · exact Finset.sum_eq_zero fun p _ => by ring
  · exact Finset.sum_eq_zero fun p _ => by ring
  · exact Finset.sum_congr rfl fun p _ => by ring

/-- A density built from Kramers pairs, with equal real occupations within each pair, has zero
magnetization at every site. -/
theorem magnetization_kramersDensity [Fintype ι] (w : ι → ℝ) (f : ι → n × Fin 2 → ℂ) (i : n)
    (a : Fin 3) : magnetization (kramersDensity w f) i a = 0 := by
  -- Pauli matrices are traceless
  have ht : (pauli a).trace = 0 := by
    fin_cases a <;> simp [pauli, Matrix.trace_fin_two]
  rw [magnetization, siteBlock_kramersDensity, Matrix.mul_smul, mul_one, Matrix.trace_smul,
    ht, smul_zero]

/-- A density built from Kramers pairs, with equal nonnegative occupations within each pair,
commutes with time reversal, each of its on-site spin blocks is a nonnegative multiple of the
identity, and its magnetization vanishes at every site. -/
theorem kramers_restricted_density [Fintype n] [Fintype ι] (w : ι → ℝ) (hw : ∀ p, 0 ≤ w p)
    (f : ι → n × Fin 2 → ℂ) :
    (∀ ψ, kramersDensity w f *ᵥ timeReversal ψ = timeReversal (kramersDensity w f *ᵥ ψ)) ∧
    (∀ i, ∃ r : ℝ, 0 ≤ r ∧ siteBlock (kramersDensity w f) i = (r : ℂ) • 1) ∧
    (∀ i a, magnetization (kramersDensity w f) i a = 0) := by
  refine ⟨kramersDensity_commutes w f, fun i => ⟨_, ?_, siteBlock_kramersDensity w f i⟩,
    magnetization_kramersDensity w f⟩
  exact Finset.sum_nonneg fun p _ => mul_nonneg (hw p)
    (add_nonneg (Complex.normSq_nonneg _) (Complex.normSq_nonneg _))

/-- When the density matrix of one spinor `u` is added to a density built from Kramers pairs, with
equal real occupations within each pair, the magnetization at every site is that of `u` alone. -/
theorem magnetization_open_shell [Fintype ι] (w : ι → ℝ) (f : ι → n × Fin 2 → ℂ)
    (u : n × Fin 2 → ℂ) (i : n) (a : Fin 3) :
    magnetization (kramersDensity w f + pureDensity u) i a =
      magnetization (pureDensity u) i a := by
  have h : siteBlock (kramersDensity w f + pureDensity u) i =
      siteBlock (kramersDensity w f) i + siteBlock (pureDensity u) i := by
    ext s t
    rfl
  have hk := magnetization_kramersDensity w f i a
  unfold magnetization at hk
  simp only [magnetization, h, Matrix.mul_add, Matrix.trace_add, hk, zero_add]

/-- For a single spinor, the squared components of the magnetization at a site add up to the
square of its weight there. -/
theorem magnetization_sq (ψ : n × Fin 2 → ℂ) (i : n) :
    ∑ a, magnetization (pureDensity ψ) i a ^ 2 = (siteWeight ψ i : ℂ) ^ 2 := by
  -- the trace written out in matrix entries
  have h : ∀ a, magnetization (pureDensity ψ) i a =
      pauli a 0 0 * (ψ (i, 0) * conj (ψ (i, 0))) + pauli a 0 1 * (ψ (i, 1) * conj (ψ (i, 0))) +
      (pauli a 1 0 * (ψ (i, 0) * conj (ψ (i, 1))) +
        pauli a 1 1 * (ψ (i, 1) * conj (ψ (i, 1)))) := fun a => by
    simp only [magnetization, Matrix.trace_fin_two, Matrix.mul_apply, Fin.sum_univ_two,
      siteBlock, Matrix.of_apply, pureDensity_apply]
  have hx : pauli 0 = !![0, 1; 1, 0] := rfl
  have hy : pauli 1 = !![0, -Complex.I; Complex.I, 0] := rfl
  have hz : pauli 2 = !![1, 0; 0, -1] := rfl
  rw [Fin.sum_univ_three, h, h, h, hx, hy, hz]
  simp only [Matrix.of_apply, Matrix.cons_val_zero, Matrix.cons_val_one, siteWeight,
    Complex.ofReal_add, ← Complex.mul_conj]
  linear_combination (ψ (i, 0) * conj (ψ (i, 1)) - ψ (i, 1) * conj (ψ (i, 0))) ^ 2 *
    Complex.I_sq

end

end KramersRestrictedDensity
```

```lean
#print axioms KramersRestrictedDensity.magnetization_kramersDensity
#print axioms KramersRestrictedDensity.kramers_restricted_density
#print axioms KramersRestrictedDensity.magnetization_open_shell
#print axioms KramersRestrictedDensity.magnetization_sq
```

```
'KramersRestrictedDensity.magnetization_kramersDensity' depends on axioms: [propext, Classical.choice, Quot.sound]
'KramersRestrictedDensity.kramers_restricted_density' depends on axioms: [propext, Classical.choice, Quot.sound]
'KramersRestrictedDensity.magnetization_open_shell' depends on axioms: [propext, Classical.choice, Quot.sound]
'KramersRestrictedDensity.magnetization_sq' depends on axioms: [propext, Classical.choice, Quot.sound]
```

## What the Lean statements say

A spinor is a function on `n × Fin 2`: `n` labels the sites, one orbital each in an orthonormal basis, and K conjugates components in that basis. The spatial orbitals are taken to be real, so that T is the physical time reversal. `kramersDensity w f` is D, and `siteBlock` extracts a 2 by 2 block. `magnetization` is the trace of a Pauli matrix times that block, without factors of ħ/2 or the magnetic moment.

The main theorem, `kramers_restricted_density`, states commutation as an identity on every vector ψ, because T is antilinear and so is not a matrix. The hypothesis `hw` says that occupations are nonnegative, as electron occupations are; only the sign of r(i) needs it. Equal occupation of partners is built into D, not derived from a Hamiltonian. Blocks between different sites may still depend on spin.

For a closed-shell Kramers-restricted determinant in such a finite basis, where both partners of every occupied pair are filled, the result means that the expectation value of the spin at each site is zero by construction. The mean squared spin at a site need not vanish.

## How the Lean proof is organised

`kramersDensity_spin_relations` compares the sums pair by pair, and `ring` closes each comparison. `kramersDensity_commutes` treats the two spin components separately and inserts those relations. `siteBlock_kramersDensity` checks the four block entries, and `magnetization_kramersDensity` adds tracelessness.

Two further theorems concern unpaired spin. `magnetization_open_shell` uses linearity of the trace: adding one spinor u to D gives exactly the magnetization of u. `magnetization_sq` says that the magnetization of a single spinor has length equal to its site weight. With z = u(i,0)∗u(i,1), the components are 2 Re z, 2 Im z and |u(i,0)|² − |u(i,1)|², whose squares add up to (|u(i,0)|² + |u(i,1)|²)². In Lean, `linear_combination` supplies the fact that the imaginary unit, `Complex.I`, squares to −1.

## Unequal occupations, with numbers

The same argument, here by hand and not in the file, covers a pair with occupations a for f and b for Tf:

a f f† + b (Tf)(Tf)† = b [ f f† + (Tf)(Tf)† ] + (a − b) f f†.

The bracket is unmagnetized, so the magnetization is (a − b) times that of f. It vanishes at a site exactly when a = b or f is zero there.

On one site, take f = (3/5, 4i/5), so Tf = (−4i/5, −3/5). The magnetization of f is (0, 24/25, −7/25), of length 1. Occupations 1 and 1/2 leave (0, 12/25, −7/50); equal occupations leave zero.
